# Spectral translations on an odd periodic grid are real orthogonal and preserve the kinetic energy

On a periodic grid with an odd number $N = 2M+1$ of points, a translation by any real distance $t$, measured in cell lengths and carried out by multiplying the Fourier components of frequencies $-M,\dots,M$ by phases, is a real orthogonal matrix $T(t)$. These matrices satisfy $T(0)=1$ and $T(s)T(t)=T(s+t)$, and $T(1/N)$ is the cyclic shift by one grid point. Each $T(t)$ commutes with the spectral kinetic matrix, so the kinetic energy of a grid wavefunction does not change under a shift by a fraction of the grid spacing.

This bears on the egg-box effect, the spurious dependence of a computed energy on where the atoms sit relative to the grid: for one particle on a one-dimensional odd grid, a wavefunction carried along with the atoms by a spectral translation keeps its kinetic energy exactly. A wavefunction recomputed after the atoms have moved need not be such a translate, because the sampled potential has changed, and its kinetic energy can then vary.

## Grid, frequencies and phases

The cell has length one, and $M$ is any natural number, zero included.

In Lean 4 with Mathlib:

```lean
import Mathlib

open Matrix

namespace SpectralTranslation

noncomputable section

variable (M : ℕ)
```

The Fourier and translation matrices are built from the unit phase $e(x) = \exp(2\pi i x)$ with $x$ real.

```lean
/-- The unit phase `exp(2πi x)`. -/
def phase (x : ℝ) : ℂ := Complex.exp (2 * Real.pi * Complex.I * x)
```

Grid points $x_j = j/N$ and momenta are both labelled by indices from $0$ to $2M$, the type `Fin (2 * M + 1)`. The momentum index $n$ carries the integer frequency
$$\nu_n = n - M, \qquad -M \le \nu_n \le M .$$

```lean
/-- The integer frequency `n - M`, running from `-M` to `M`, of the momentum index `n`. -/
def freq (n : Fin (2 * M + 1)) : ℤ := ((n : ℕ) : ℤ) - M
```

The discrete Fourier transform is taken without a normalising factor:
$$F_{nj} = e(-\nu_n j/N).$$

```lean
/-- The discrete Fourier transform from `2M+1` grid points to the frequencies `-M, ..., M`. -/
def dft : Matrix (Fin (2 * M + 1)) (Fin (2 * M + 1)) ℂ :=
  Matrix.of fun n j => phase (-((freq M n : ℝ) * ((j : ℕ) : ℝ) / (2 * M + 1)))
```

## Operators diagonal in momentum

An operator that multiplies the plane wave of frequency $\nu_n$ by a number $g_n$ has the grid matrix $F^{-1}\,\mathrm{diag}(g)\,F$. Here $F^{-1}$ is Mathlib's matrix inverse, which is zero for a singular matrix; the invertibility of $F$ is therefore proved below.

```lean
/-- The grid matrix `F⁻¹ diag(g) F` of an operator that multiplies each plane wave by `g`. -/
def spectral (g : Fin (2 * M + 1) → ℂ) : Matrix (Fin (2 * M + 1)) (Fin (2 * M + 1)) ℂ :=
  (dft M)⁻¹ * diagonal g * dft M
```

Moving the plane wave $e(\nu x)$ to the right by $t$ gives $e(\nu(x-t)) = e(-\nu t)\,e(\nu x)$. The translation matrix is accordingly
$$T(t) = F^{-1}\,\mathrm{diag}\big(e(-\nu_n t)\big)\,F .$$

```lean
/-- Translation by `t` (in units of the cell length): frequency `n` acquires `exp(-2πi n t)`. -/
def translation (t : ℝ) := spectral M fun n => phase (-((freq M n : ℝ) * t))
```

In atomic units a plane wave of wavenumber $2\pi\nu_n$ has kinetic energy $(2\pi\nu_n)^2/2$, which defines the kinetic matrix $K$ for a particle of unit mass. The docstrings of `translation` and `kinetic` write `n` for the frequency $\nu_n$ itself, not for the momentum index.

```lean
/-- The spectral kinetic matrix, with energy `(2πn)²/2` at frequency `n` (atomic units, cell
length one). -/
def kinetic := spectral M fun n => (2 * (Real.pi : ℂ) * (freq M n : ℂ)) ^ 2 / 2
```

The cyclic shift $S$ has $S_{jk} = 1$ when $j = k+1$ and $0$ otherwise. Addition in `Fin (2 * M + 1)` is modulo $N$, so the value at the last point moves to the first.

```lean
/-- The cyclic shift, which moves the value at grid point `k` to grid point `k + 1`. -/
def cyclicShift : Matrix (Fin (2 * M + 1)) (Fin (2 * M + 1)) ℂ :=
  Matrix.of fun j k => if j = k + 1 then 1 else 0
```

## Two rules for phases

The exponential turns sums into products, $e(x+y) = e(x)\,e(y)$.

```lean
/-- Phases multiply when their arguments are added. -/
theorem phase_add (x y : ℝ) : phase (x + y) = phase x * phase y := by
  simp [phase, mul_add, Complex.exp_add]
```

Since $x$ is real, conjugation only changes the sign of the exponent: $\overline{e(x)} = e(-x)$.

```lean
/-- Complex conjugation reverses a phase. -/
theorem star_phase (x : ℝ) : star (phase x) = phase (-x) := by
  have h2 : (starRingEnd ℂ) 2 = 2 := Complex.conj_eq_iff_im.mpr (by simp)
  unfold phase
  rw [Complex.star_def, ← Complex.exp_conj]
  congr 1
  simp [Complex.conj_ofReal, h2]
```

## The inverse Fourier transform

The claim is $F^{-1} = F^\dagger/N$. An entry of $FF^\dagger$ is
$$\sum_{j=0}^{N-1} e(-\nu_m j/N)\,e(\nu_n j/N) = \sum_{j=0}^{N-1} z^j, \qquad z = e\big((n-m)/N\big),$$
because $\nu_n-\nu_m = n-m$. If $m=n$, then $z=1$ and the sum is $N$. If $m\neq n$, then $0<|n-m|<N$, so $(n-m)/N$ is not an integer and $z\neq 1$, while $z^N = e(n-m) = 1$. The geometric sum is then $(z^N-1)/(z-1) = 0$. Hence $F\,(F^\dagger/N) = 1$, and for a square matrix a right inverse is the inverse.

In the proof, `hterm` identifies each summand with $z^j$, `hz1` and `hzN` supply the two facts about $z$, and `geom_sum_eq` evaluates the sum.

```lean
/-- The discrete Fourier transform is invertible, and its inverse is its adjoint divided by the
number of grid points. -/
theorem dft_inv : dft M * (dft M)⁻¹ = 1 ∧
    (dft M)⁻¹ = (1 / (2 * (M : ℂ) + 1)) • (dft M)ᴴ := by
  have hN : 2 * (M : ℂ) + 1 ≠ 0 := by exact_mod_cast (show 2 * M + 1 ≠ 0 by omega)
  have key : dft M * ((1 / (2 * (M : ℂ) + 1)) • (dft M)ᴴ) = 1 := by
    refine Matrix.ext fun m n => ?_
    obtain ⟨z, hz⟩ : ∃ z : ℂ, z = Complex.exp (2 * Real.pi * Complex.I *
      ((((n : ℕ) : ℂ) - ((m : ℕ) : ℂ)) / (2 * M + 1))) := ⟨_, rfl⟩
    -- each entry is a geometric sum over the grid
    have hterm : ∀ j : Fin (2 * M + 1), dft M m j * (dft M)ᴴ j n = z ^ (j : ℕ) := by
      intro j
      rw [hz, ← Complex.exp_nat_mul, conjTranspose_apply]
      simp only [dft, of_apply, star_phase]
      rw [← phase_add]
      unfold phase freq
      congr 1
      push_cast
      ring
    rw [Matrix.mul_smul, Matrix.smul_apply, Matrix.mul_apply, Matrix.one_apply,
      Finset.sum_congr rfl fun j _ => hterm j,
      Fin.sum_univ_eq_sum_range (fun j => z ^ j) (2 * M + 1)]
    split_ifs with h
    · have h1 : z = 1 := by simp [hz, h]
      simp only [h1, one_pow, Finset.sum_const, Finset.card_range, nsmul_eq_mul, smul_eq_mul,
        mul_one]
      push_cast
      exact one_div_mul_cancel hN
    · have hz1 : z ≠ 1 := by
        intro h1
        rw [hz] at h1
        obtain ⟨l, hl⟩ := Complex.exp_eq_one_iff.mp h1
        have h2 := mul_left_cancel₀ Complex.two_pi_I_ne_zero (hl.trans (mul_comm _ _))
        rw [div_eq_iff hN] at h2
        have h3 : ((n : ℕ) : ℤ) - ((m : ℕ) : ℤ) = l * (2 * M + 1) := by exact_mod_cast h2
        have hn := n.isLt
        have hm := m.isLt
        -- two frequencies differ by less than the number of grid points
        have hP : (0 : ℤ) < 2 * M + 1 := by omega
        have ha : l * (2 * (M : ℤ) + 1) < 2 * M + 1 := by rw [← h3]; omega
        have hb : -(2 * (M : ℤ) + 1) < l * (2 * M + 1) := by rw [← h3]; omega
        have hu : l < 1 := by nlinarith
        have hd : -1 < l := by nlinarith
        rw [show l = 0 by omega, zero_mul] at h3
        exact h (Fin.ext (by omega))
      have hzN : z ^ (2 * M + 1) = 1 := by
        rw [hz, ← Complex.exp_nat_mul]
        refine Complex.exp_eq_one_iff.mpr ⟨((n : ℕ) : ℤ) - ((m : ℕ) : ℤ), ?_⟩
        push_cast
        linear_combination (2 * Real.pi * Complex.I * (((n : ℕ) : ℂ) - ((m : ℕ) : ℂ))) *
          mul_inv_cancel₀ hN
      rw [geom_sum_eq hz1, hzN, sub_self, zero_div, smul_zero]
  have hinv := Matrix.inv_eq_right_inv key
  exact ⟨by rw [hinv]; exact key, hinv⟩
```

## Products and the real-space kernel

With $FF^{-1}=1$ in the middle, two momentum-diagonal operators multiply factor by factor:
$$F^{-1}\mathrm{diag}(g)\,F\,F^{-1}\mathrm{diag}(h)\,F = F^{-1}\mathrm{diag}(gh)\,F .$$

```lean
/-- Operators diagonal in momentum compose by multiplying their momentum-space factors. -/
theorem spectral_mul (g h : Fin (2 * M + 1) → ℂ) :
    spectral M g * spectral M h = spectral M fun n => g n * h n := by
  simp only [spectral, Matrix.mul_assoc]
  rw [← Matrix.mul_assoc (dft M) (dft M)⁻¹, (dft_inv M).1, Matrix.one_mul,
    ← Matrix.mul_assoc (diagonal g), diagonal_mul_diagonal]
```

Inserting $F^{-1}_{jn} = e(\nu_n j/N)/N$ into the definition of $T(t)$ gives
$$T(t)_{jk} = \frac1N\sum_{n} e(\nu_n j/N)\,e(-\nu_n t)\,e(-\nu_n k/N) = \frac1N\sum_{n} e\Big(\nu_n\Big(\frac{j-k}{N}-t\Big)\Big).$$
The proof matches the two sums term by term and merges the phases with `phase_add`.

```lean
/-- In real space the translation matrix is a normalised sum of plane waves in the displacement
of the two grid points, shifted by `t`. -/
theorem translation_apply (t : ℝ) (j k : Fin (2 * M + 1)) :
    translation M t j k = 1 / (2 * (M : ℂ) + 1) *
      ∑ n, phase ((freq M n : ℝ) * ((((j : ℕ) : ℝ) - ((k : ℕ) : ℝ)) / (2 * M + 1) - t)) := by
  unfold translation spectral
  rw [(dft_inv M).2, Matrix.mul_apply, Finset.mul_sum]
  refine Finset.sum_congr rfl fun n _ => ?_
  rw [Matrix.mul_diagonal, Matrix.smul_apply, conjTranspose_apply, smul_eq_mul]
  simp only [dft, of_apply, star_phase]
  rw [mul_assoc, mul_assoc, ← phase_add, ← phase_add]
  congr 2
  ring
```

The adjoint follows by exchanging $j$ and $k$ and conjugating:
$$\overline{T(t)_{kj}} = \frac1N\sum_n e\Big(-\nu_n\Big(\frac{k-j}{N}-t\Big)\Big) = \frac1N\sum_n e\Big(\nu_n\Big(\frac{j-k}{N}+t\Big)\Big) = T(-t)_{jk}.$$

```lean
/-- The adjoint of a translation is the translation in the opposite direction. -/
theorem translation_conjTranspose (t : ℝ) : (translation M t)ᴴ = translation M (-t) := by
  refine Matrix.ext fun j k => ?_
  have hc : star (1 / (2 * (M : ℂ) + 1)) = 1 / (2 * (M : ℂ) + 1) := by simp
  rw [conjTranspose_apply, translation_apply, translation_apply, star_mul', star_sum, hc]
  congr 1
  refine Finset.sum_congr rfl fun n _ => ?_
  rw [star_phase]
  congr 1
  ring
```

## One grid spacing is the cyclic shift

Let $D = \mathrm{diag}(e(-\nu_n/N))$. It is enough to show $DF = FS$, for then $T(1/N) = F^{-1}DF = F^{-1}FS = S$. The entries are
$$(DF)_{nk} = e\big(-\nu_n(k+1)/N\big), \qquad (FS)_{nk} = F_{n,k+1},$$
with $k+1$ taken modulo $N$ in the second. For $k<2M$ they agree by definition. For $k=2M$ the left side is $e(-\nu_n)=1$, since $\nu_n$ is an integer, and the right side is $F_{n,0}=1$. The `split_ifs` in the proof separates these two cases.

```lean
/-- Translation by one grid spacing is the cyclic shift. -/
theorem translation_one_step : translation M (1 / (2 * M + 1)) = cyclicShift M := by
  have hN : 2 * (M : ℂ) + 1 ≠ 0 := by exact_mod_cast (show 2 * M + 1 ≠ 0 by omega)
  -- the Fourier transform turns the shift into a phase
  have key : diagonal (fun n => phase (-((freq M n : ℝ) * (1 / (2 * M + 1))))) * dft M =
      dft M * cyclicShift M := by
    refine Matrix.ext fun n k => ?_
    rw [Matrix.diagonal_mul, Matrix.mul_apply]
    simp only [cyclicShift, of_apply, mul_ite, mul_one, mul_zero, Finset.sum_ite_eq',
      Finset.mem_univ, if_true]
    simp only [dft, of_apply]
    rw [← phase_add, Fin.val_add_one]
    split_ifs with hk
    · -- the last point wraps around to the first
      subst hk
      have h0 : phase (-((freq M n : ℝ) * ((0 : ℕ) : ℝ) / (2 * M + 1))) = 1 := by simp [phase]
      rw [h0, Fin.val_last]
      refine Complex.exp_eq_one_iff.mpr ⟨-freq M n, ?_⟩
      push_cast
      linear_combination (-(2 * Real.pi * Complex.I * (freq M n : ℂ))) * mul_inv_cancel₀ hN
    · congr 1
      push_cast
      ring
  unfold translation spectral
  rw [Matrix.mul_assoc, key, ← Matrix.mul_assoc, mul_eq_one_comm.mp (dft_inv M).1, Matrix.one_mul]
```

## The group of orthogonal translations

The group law follows from the product rule and $e(-\nu_n s)\,e(-\nu_n t) = e(-\nu_n(s+t))$. At $t=0$ every phase is one, so $T(0)=F^{-1}F=1$.

Reality comes from the symmetry of the frequency set. The reversal $n\mapsto 2M-n$ sends $\nu_n$ to $-\nu_n$ and only reorders the sum in the kernel, so
$$\overline{T(t)_{jk}} = \frac1N\sum_n e\Big(-\nu_n\Big(\frac{j-k}{N}-t\Big)\Big) = T(t)_{jk}.$$
For a real matrix the transpose is the adjoint, hence
$$T(t)\,T(t)^{\mathsf T} = T(t)\,T(-t) = T(0) = 1 .$$
Finally, $T(t)K$ and $KT(t)$ have the same momentum factors, multiplied in opposite orders, and so they are equal.

The theorem collects six statements for all real $s$ and $t$. The matrices have complex entries as a type, so reality is stated as a vanishing imaginary part, and orthogonality uses the plain transpose `ᵀ`. In the proof, `hreal` performs the reversal with `Fin.revPerm`, and `hT` turns the transpose into $T(-t)$.

```lean
/-- On an odd periodic grid the spectral translations are real orthogonal matrices, compose
additively from the identity at `t = 0`, reduce to the cyclic shift for one grid spacing, and
commute with the spectral kinetic matrix. -/
theorem translation_group (s t : ℝ) :
    (∀ j k, (translation M t j k).im = 0) ∧ translation M t * (translation M t)ᵀ = 1 ∧
    translation M 0 = 1 ∧ translation M s * translation M t = translation M (s + t) ∧
    translation M (1 / (2 * M + 1)) = cyclicShift M ∧
    Commute (translation M t) (kinetic M) := by
  have hadd : ∀ a b : ℝ, translation M a * translation M b = translation M (a + b) := by
    intro a b
    unfold translation
    rw [spectral_mul]
    congr 1
    funext n
    show phase _ * phase _ = phase _
    rw [← phase_add]
    congr 1
    ring
  have hzero : translation M 0 = 1 := by
    have h1 : (fun n => phase (-((freq M n : ℝ) * 0))) = fun _ => (1 : ℂ) := by
      funext n
      simp [phase]
    unfold translation spectral
    rw [h1, Matrix.diagonal_one, Matrix.mul_one, mul_eq_one_comm.mp (dft_inv M).1]
  -- frequencies come in pairs n, -n, so the entries are real
  have hreal : ∀ j k, star (translation M t j k) = translation M t j k := by
    intro j k
    rw [← conjTranspose_apply, translation_conjTranspose, translation_apply, translation_apply]
    congr 1
    refine Fintype.sum_equiv Fin.revPerm _ _ fun n => ?_
    have hrev : freq M (Fin.revPerm n) = -freq M n := by
      have hn := n.isLt
      simp only [freq, Fin.revPerm_apply, Fin.val_rev]
      omega
    rw [hrev]
    congr 1
    push_cast
    ring
  have hT : (translation M t)ᵀ = translation M (-t) := by
    rw [← translation_conjTranspose]
    exact Matrix.ext fun j k => (hreal k j).symm
  refine ⟨fun j k => Complex.conj_eq_iff_im.mp (hreal j k), ?_, hzero, hadd s t,
    translation_one_step M, ?_⟩
  · rw [hT, hadd, add_neg_cancel, hzero]
  · show translation M t * kinetic M = kinetic M * translation M t
    unfold translation kinetic
    rw [spectral_mul, spectral_mul]
    congr 1
    funext n
    exact mul_comm _ _
```

## One point and three points

For $M=0$ there is a single grid point with the single frequency $0$. Then $T(t)=1$ for every $t$, the cyclic shift is also $1$, and $K=0$.

For $M=1$ the kernel is
$$T(t)_{jk} = \frac13\Big[1+2\cos 2\pi\Big(\frac{j-k}{3}-t\Big)\Big].$$
A shift by half a grid spacing, $t=1/6$, gives
$$T(1/6) = \frac13\begin{pmatrix} 2 & -1 & 2\\ 2 & 2 & -1\\ -1 & 2 & 2\end{pmatrix}.$$
Its rows are orthonormal, and its square is the cyclic shift $T(1/3)$. The negative entries show that this half-step shift is not an average of grid values with non-negative weights.

## Kinetic energy under an arbitrary shift

Let $v$ be any complex grid vector. Since $T(t)^\dagger = T(-t)$ and $T(t)$ commutes with $K$,
$$(T(t)v)^\dagger K\,(T(t)v) = v^\dagger\, T(-t)\,K\,T(t)\,v = v^\dagger\, T(-t)\,T(t)\,K\,v = v^\dagger K v .$$
The theorem states this for the unnormalised quadratic form, where `star v ⬝ᵥ w` is $\sum_j \overline{v_j}\,w_j$. The expectation value of a nonzero $v$ is $v^\dagger K v/v^\dagger v$; its denominator is unchanged as well, because a real orthogonal matrix preserves the norm. In the proof, `hK` is the matrix identity $T(t)^\dagger K\,T(t)=K$, and the remaining rewriting moves it between the vectors.

The result concerns the kinetic term alone. A potential sampled at the grid points is not part of the model, and it is there that a dependence on the position relative to the grid can still enter. Grids with an even number of points, where the frequency $N/2$ has no separate partner of opposite sign, are not covered either.

```lean
/-- The quadratic form `v† K v` of the spectral kinetic matrix, which is the kinetic energy when `v`
is normalised, is unchanged by a spectral translation of any length, including fractions of the grid
spacing. -/
theorem kinetic_energy_invariant (t : ℝ) (v : Fin (2 * M + 1) → ℂ) :
    star (translation M t *ᵥ v) ⬝ᵥ (kinetic M *ᵥ (translation M t *ᵥ v)) =
      star v ⬝ᵥ (kinetic M *ᵥ v) := by
  obtain ⟨-, -, hzero, hadd, -, hcomm⟩ := translation_group M (-t) t
  have hK : (translation M t)ᴴ * (kinetic M * translation M t) = kinetic M := by
    rw [translation_conjTranspose, ← hcomm.eq, ← Matrix.mul_assoc, hadd, neg_add_cancel, hzero,
      Matrix.one_mul]
  rw [Matrix.star_mulVec, Matrix.mulVec_mulVec, ← Matrix.dotProduct_mulVec,
    Matrix.mulVec_mulVec, hK]

end

end SpectralTranslation
```

```lean
#print axioms SpectralTranslation.translation_group
-- 'SpectralTranslation.translation_group' depends on axioms: [propext, Classical.choice, Quot.sound]
#print axioms SpectralTranslation.kinetic_energy_invariant
-- 'SpectralTranslation.kinetic_energy_invariant' depends on axioms: [propext, Classical.choice, Quot.sound]
```
